# Nonadiabatic coupling between states of different energy: the matrix element of \(H'\) over the energy gap

When the nuclei of a molecule move, the electronic Hamiltonian changes, and its eigenstates change with it. An electron system that starts in one eigenstate can then pass into another. The term that causes this transfer contains the overlap of one normalised eigenstate with the derivative of the other, the nonadiabatic coupling. How is this overlap related to the change of the Hamiltonian itself?

Take the motion along one real parameter \(t\), such as a nuclear coordinate. Let \(H(t)\) be a finite complex matrix in a fixed orthonormal basis, \(\psi(t)\) a vector and \(E(t)\) a real energy, all differentiable at \(t_0\), with \(H\psi=E\psi\) near \(t_0\). Let \(H(t_0)\) be Hermitian, and let \(\varphi\) satisfy \(H(t_0)\varphi=F\varphi\) with \(F\) real and \(F\neq E(t_0)\). Write \(\langle u,v\rangle=\sum_i \overline{u_i}\,v_i\), and a prime for the derivative at \(t_0\). Then, at \(t_0\),

\[
\langle\varphi,\psi'\rangle=\frac{\langle\varphi,H'\psi\rangle}{E-F}.
\]

For this finite, one-parameter model, the coupling follows from \(H'\), the two states and their energies at \(t_0\), without differentiating a state.

## From the eigenvalue equation to the coupling

Component \(i\) of the eigenvalue equation is \(\sum_j H_{ij}\psi_j=E\psi_i\). The product rule gives

\[
\sum_j\bigl(H'_{ij}\psi_j+H_{ij}\psi'_j\bigr)=E'\psi_i+E\psi'_i,
\qquad\text{or}\qquad
H'\psi+H\psi'=E'\psi+E\psi'.
\]

Since \(H\) is Hermitian at \(t_0\) and \(F\) is real, \(\varphi^\dagger H=(H\varphi)^\dagger=F\varphi^\dagger\). Hence \(\langle\varphi,Hv\rangle=F\langle\varphi,v\rangle\) for every \(v\). With \(v=\psi\) this reads \(E\langle\varphi,\psi\rangle=F\langle\varphi,\psi\rangle\), so \(\langle\varphi,\psi\rangle=0\).

Now project the differentiated equation on \(\varphi\):

\[
\langle\varphi,H'\psi\rangle+F\langle\varphi,\psi'\rangle
=E'\langle\varphi,\psi\rangle+E\langle\varphi,\psi'\rangle
=E\langle\varphi,\psi'\rangle .
\]

Moving the \(F\) term to the right and dividing by \(E-F\) gives the formula.

If eigenvectors \(\varphi_k\) with energies \(F_k\) resolve the identity, \(v=\sum_k\langle\varphi_k,v\rangle\varphi_k\), the couplings determine \(\psi'\). Let \(\psi(t_0)=\varphi_m\), let \(F_k\neq E(t_0)\) for \(k\neq m\), and let \(\langle\psi,\psi'\rangle=0\). The term \(k=m\) vanishes, and

\[
\psi'=\sum_{k\neq m}\frac{\langle\varphi_k,H'\psi\rangle}{E-F_k}\,\varphi_k ,
\]

the first-order state of nondegenerate perturbation theory. For a normalised branch, the real part of \(\langle\psi,\psi'\rangle\) is already zero; the condition on the imaginary part fixes the phase to first order.

## An eigenstate branch in Lean

```lean
import Mathlib

open Matrix Topology Filter

namespace NonadiabaticCoupling

noncomputable section

variable {n : Type*} [Fintype n]
```

The finite type `n` labels the basis states.

```lean
/-- A differentiable eigenstate branch at `t₀`: the Hamiltonian `H`, the state `ψ` and the real
energy `E` have derivatives `H'`, `ψ'`, `E'` at `t₀`, and `H ψ = E ψ` holds near `t₀`. -/
structure IsEigenBranch (H : ℝ → Matrix n n ℂ) (ψ : ℝ → n → ℂ) (E : ℝ → ℝ)
    (H' : Matrix n n ℂ) (ψ' : n → ℂ) (E' t₀ : ℝ) : Prop where
  hamiltonian : ∀ i j, HasDerivAt (fun t => H t i j) (H' i j) t₀
  state : ∀ i, HasDerivAt (fun t => ψ t i) (ψ' i) t₀
  energy : HasDerivAt E E' t₀
  eigen : ∀ᶠ t in 𝓝 t₀, H t *ᵥ ψ t = (E t : ℂ) • ψ t
```

`IsEigenBranch` collects the assumptions on the moving state. `H'`, `ψ'` and `E'` are separate objects, which the `HasDerivAt` fields identify as derivatives at `t₀`, entry by entry. The field `eigen` uses `∀ᶠ t in 𝓝 t₀`, "for all `t` near `t₀`", and `*ᵥ` is the matrix-vector product.

The differentiability of the state is assumed, not derived from that of `H`. The basis is fixed and orthonormal; basis functions that move with the nuclei would bring further terms. Neither normalisation nor a nonzero vector is required.

## The differentiated equation

```lean
variable {H : ℝ → Matrix n n ℂ} {ψ : ℝ → n → ℂ} {E : ℝ → ℝ}
  {H' : Matrix n n ℂ} {ψ' : n → ℂ} {E' t₀ : ℝ}

/-- The differentiated eigenvalue equation along an eigenstate branch:
`H' ψ + H ψ' = E' ψ + E ψ'` at `t₀`. -/
theorem differentiated_eigen_equation (h : IsEigenBranch H ψ E H' ψ' E' t₀) :
    H' *ᵥ ψ t₀ + H t₀ *ᵥ ψ' = (E' : ℂ) • ψ t₀ + (E t₀ : ℂ) • ψ' := by
  ext i
  -- differentiate both sides of the i-th component
  have hL : HasDerivAt (fun t => ∑ j, H t i j * ψ t j)
      (∑ j, (H' i j * ψ t₀ j + H t₀ i j * ψ' j)) t₀ :=
    HasDerivAt.fun_sum fun j _ => (h.hamiltonian i j).fun_mul (h.state j)
  have hR : HasDerivAt (fun t => (E t : ℂ) * ψ t i)
      ((E' : ℂ) * ψ t₀ i + (E t₀ : ℂ) * ψ' i) t₀ :=
    h.energy.ofReal_comp.fun_mul (h.state i)
  have heq : (fun t => ∑ j, H t i j * ψ t j) =ᶠ[𝓝 t₀] (fun t => (E t : ℂ) * ψ t i) :=
    h.eigen.mono fun t ht => by
      simpa [Matrix.mulVec, dotProduct] using congrFun ht i
  have key := hL.unique (hR.congr_of_eventuallyEq heq)
  simpa [Matrix.mulVec, dotProduct, Finset.sum_add_distrib] using key
```

`hL` and `hR` are the product rule for the two sides of component `i`. By `heq` the two functions agree near `t₀`, and the uniqueness of the derivative equates the results. Hermiticity plays no part yet.

## Hermiticity and orthogonality

```lean
/-- If `φ` is an eigenvector of a Hermitian matrix `A` with real eigenvalue `F`, then
`⟨φ, A v⟩ = F ⟨φ, v⟩` for every vector `v`. -/
theorem hermitian_acts_on_bra {A : Matrix n n ℂ} (hA : A.IsHermitian) {φ : n → ℂ} {F : ℝ}
    (hφ : A *ᵥ φ = (F : ℂ) • φ) (v : n → ℂ) :
    star φ ⬝ᵥ (A *ᵥ v) = (F : ℂ) * (star φ ⬝ᵥ v) := by
  have h := Matrix.star_mulVec A φ
  rw [hA.eq, hφ, star_smul, Complex.star_def, Complex.conj_ofReal] at h
  rw [Matrix.dotProduct_mulVec, ← h, smul_dotProduct, smul_eq_mul]
```

The inner product \(\langle\varphi,v\rangle\) is `star φ ⬝ᵥ v`, with the conjugate on the left factor. `Matrix.star_mulVec` takes the adjoint of \(A\varphi\); the first rewrite then uses \(A^\dagger=A\) and the reality of `F`. The second moves `A` onto the bra.

```lean
/-- Eigenvectors of a Hermitian matrix that belong to different real eigenvalues are
orthogonal. -/
theorem eigenvectors_orthogonal {A : Matrix n n ℂ} (hA : A.IsHermitian) {φ χ : n → ℂ}
    {F G : ℝ} (hφ : A *ᵥ φ = (F : ℂ) • φ) (hχ : A *ᵥ χ = (G : ℂ) • χ) (hFG : F ≠ G) :
    star φ ⬝ᵥ χ = 0 := by
  have h := hermitian_acts_on_bra hA hφ χ
  rw [hχ, dotProduct_smul, smul_eq_mul] at h
  have hne : (F : ℂ) - G ≠ 0 := sub_ne_zero.mpr (by exact_mod_cast hFG)
  have hz : ((F : ℂ) - G) * (star φ ⬝ᵥ χ) = 0 := by linear_combination -h
  exact (mul_eq_zero.mp hz).resolve_left hne
```

Applying the previous lemma to `χ` gives \((F-G)\langle\varphi,\chi\rangle=0\), and the first factor is nonzero.

## The coupling formula

```lean
/-- Nonadiabatic coupling: let `ψ` be a differentiable eigenstate branch with energy `E`, let
`H t₀` be Hermitian, and let `φ` be an eigenvector of `H t₀` with real energy `F ≠ E t₀`.
Then `⟨φ, ψ'⟩ = ⟨φ, H' ψ⟩ / (E - F)` at `t₀`. -/
theorem nonadiabatic_coupling (h : IsEigenBranch H ψ E H' ψ' E' t₀)
    (hH : (H t₀).IsHermitian) {φ : n → ℂ} {F : ℝ}
    (hφ : H t₀ *ᵥ φ = (F : ℂ) • φ) (hF : F ≠ E t₀) :
    star φ ⬝ᵥ ψ' = (star φ ⬝ᵥ (H' *ᵥ ψ t₀)) / ((E t₀ : ℂ) - F) := by
  have hne : (E t₀ : ℂ) - F ≠ 0 := sub_ne_zero.mpr (by exact_mod_cast hF.symm)
  have ho : star φ ⬝ᵥ ψ t₀ = 0 :=
    eigenvectors_orthogonal hH hφ h.eigen.self_of_nhds hF
  have hb := hermitian_acts_on_bra hH hφ ψ'
  -- project the differentiated eigenvalue equation on φ
  have hd := congrArg (fun v => star φ ⬝ᵥ v) (differentiated_eigen_equation h)
  simp only [dotProduct_add, dotProduct_smul, smul_eq_mul, hb, ho] at hd
  rw [eq_div_iff hne]
  linear_combination -hd
```

The hypotheses are those of the derivation, with `H t₀` Hermitian at the single point `t₀`. `ho` is the orthogonality that removes the `E'` term, `hb` lets \(H\) act on the bra, and `hd` is the projected equation. After multiplication by the nonzero gap, `linear_combination -hd` does the remaining rearrangement.

## The first-order state

```lean
/-- First-order change of a nondegenerate state: let eigenvectors `φ k` of the Hermitian matrix
`H t₀`, with energies `F k`, resolve the identity, let the branch pass through `φ m` at `t₀`, and
let `F k ≠ E t₀` for `k ≠ m`. If `⟨ψ, ψ'⟩ = 0` at `t₀`, then `ψ'` is the sum over `k ≠ m` of
`⟨φ k, H' ψ⟩ / (E - F k)` times `φ k`. -/
theorem first_order_state {ι : Type*} [Fintype ι] [DecidableEq ι]
    (h : IsEigenBranch H ψ E H' ψ' E' t₀) (hH : (H t₀).IsHermitian)
    {φ : ι → n → ℂ} {F : ι → ℝ} {m : ι}
    (hφ : ∀ k, H t₀ *ᵥ φ k = (F k : ℂ) • φ k)
    (hcomplete : ∀ v : n → ℂ, ∑ k, (star (φ k) ⬝ᵥ v) • φ k = v)
    (hm : ψ t₀ = φ m) (hF : ∀ k, k ≠ m → F k ≠ E t₀)
    (hphase : star (ψ t₀) ⬝ᵥ ψ' = 0) :
    ψ' = ∑ k ∈ Finset.univ.erase m,
      ((star (φ k) ⬝ᵥ (H' *ᵥ ψ t₀)) / ((E t₀ : ℂ) - F k)) • φ k := by
  have hg : star (φ m) ⬝ᵥ ψ' = 0 := by rw [← hm]; exact hphase
  calc ψ' = ∑ k, (star (φ k) ⬝ᵥ ψ') • φ k := (hcomplete ψ').symm
    _ = ∑ k ∈ Finset.univ.erase m, (star (φ k) ⬝ᵥ ψ') • φ k := by
      rw [← Finset.add_sum_erase Finset.univ _ (Finset.mem_univ m), hg, zero_smul, zero_add]
    _ = _ := Finset.sum_congr rfl fun k hk => by
      rw [nonadiabatic_coupling h hH (hφ k) (hF k (Finset.ne_of_mem_erase hk))]
```

`hcomplete` is the resolution of the identity, which every orthonormal eigenbasis satisfies. Levels other than `m` may be degenerate among themselves. The `calc` chain expands `ψ'`, drops the term `m` by `hphase`, and inserts the coupling formula in each remaining term.

## A rotating two-level system

A spin in a field whose direction turns by the angle \(t\), with energies \(\pm\Delta\) and \(\Delta\neq0\), gives a concrete case:

\[
H=\Delta\begin{pmatrix}\cos t&\sin t\\ \sin t&-\cos t\end{pmatrix},\quad
\psi_+=\begin{pmatrix}\cos\frac t2\\ \sin\frac t2\end{pmatrix},\quad
\psi_-=\begin{pmatrix}-\sin\frac t2\\ \cos\frac t2\end{pmatrix}.
\]

```lean
/-- A two-level Hamiltonian of strength `Δ` whose field direction is turned by the angle `t`. -/
def twoLevel (Δ t : ℝ) : Matrix (Fin 2) (Fin 2) ℂ :=
  !![((Δ * Real.cos t : ℝ) : ℂ), ((Δ * Real.sin t : ℝ) : ℂ);
     ((Δ * Real.sin t : ℝ) : ℂ), ((-(Δ * Real.cos t) : ℝ) : ℂ)]

/-- The entrywise derivative of the two-level Hamiltonian with respect to the angle. -/
def twoLevelDeriv (Δ t : ℝ) : Matrix (Fin 2) (Fin 2) ℂ :=
  !![((-(Δ * Real.sin t) : ℝ) : ℂ), ((Δ * Real.cos t : ℝ) : ℂ);
     ((Δ * Real.cos t : ℝ) : ℂ), ((Δ * Real.sin t : ℝ) : ℂ)]

/-- The state with components `cos (t/2)` and `sin (t/2)`. -/
def plusState (t : ℝ) : Fin 2 → ℂ :=
  ![((Real.cos (t / 2) : ℝ) : ℂ), ((Real.sin (t / 2) : ℝ) : ℂ)]

/-- The state with components `-sin (t/2)` and `cos (t/2)`. -/
def minusState (t : ℝ) : Fin 2 → ℂ :=
  ![((-Real.sin (t / 2) : ℝ) : ℂ), ((Real.cos (t / 2) : ℝ) : ℂ)]
```

The angle-difference formulas give \(H\psi_\pm=\pm\Delta\psi_\pm\). For example, the first component of \(H\psi_+\) is \(\Delta(\cos t\cos\frac t2+\sin t\sin\frac t2)=\Delta\cos\frac t2\). Direct differentiation gives \(\psi_+'=\frac12\psi_-\), so \(\langle\psi_-,\psi_+'\rangle=\frac12\), because \(\psi_-\) is normalised. The formula agrees: \(H'\psi_+=\Delta\psi_-\) and the gap is \(2\Delta\), so the quotient is \(\Delta/(2\Delta)=\frac12\). The coupling does not depend on \(\Delta\), since here the matrix element scales with the gap.

```lean
/-- For `Δ ≠ 0` the two-level Hamiltonian, with its states of energies `Δ` and `-Δ`, meets all
hypotheses of the coupling formula at every angle, and the coupling equals `1/2`. -/
theorem nonadiabatic_coupling_witness {Δ : ℝ} (hΔ : Δ ≠ 0) (t : ℝ) :
    IsEigenBranch (twoLevel Δ) plusState (fun _ => Δ) (twoLevelDeriv Δ t)
      ((1 / 2 : ℂ) • minusState t) 0 t ∧
    (twoLevel Δ t).IsHermitian ∧
    twoLevel Δ t *ᵥ minusState t = ((-Δ : ℝ) : ℂ) • minusState t ∧
    -Δ ≠ Δ ∧
    star (minusState t) ⬝ᵥ ((1 / 2 : ℂ) • minusState t) = 1 / 2 := by
  -- half-angle formulas, read in the complex numbers
  have hc : ∀ u : ℝ, (Real.cos u : ℂ) = 2 * (Real.cos (u / 2) : ℂ) ^ 2 - 1 := fun u => by
    have h := Real.cos_two_mul (u / 2)
    rw [show 2 * (u / 2) = u by ring] at h
    exact_mod_cast h
  have hs : ∀ u : ℝ, (Real.sin u : ℂ) = 2 * (Real.sin (u / 2) : ℂ) * (Real.cos (u / 2) : ℂ) :=
    fun u => by
      have h := Real.sin_two_mul (u / 2)
      rw [show 2 * (u / 2) = u by ring] at h
      exact_mod_cast h
  have hp : ∀ u : ℝ, (Real.sin (u / 2) : ℂ) ^ 2 + (Real.cos (u / 2) : ℂ) ^ 2 = 1 := fun u => by
    exact_mod_cast Real.sin_sq_add_cos_sq (u / 2)
  have dc : HasDerivAt (fun u => Δ * Real.cos u) (-(Δ * Real.sin t)) t :=
    ((Real.hasDerivAt_cos t).const_mul Δ).congr_deriv (by ring)
  have ds : HasDerivAt (fun u => Δ * Real.sin u) (Δ * Real.cos t) t :=
    (Real.hasDerivAt_sin t).const_mul Δ
  have dn : HasDerivAt (fun u => -(Δ * Real.cos u)) (Δ * Real.sin t) t :=
    dc.fun_neg.congr_deriv (by ring)
  have d0 : HasDerivAt (fun u : ℝ => Real.cos (u / 2)) (-Real.sin (t / 2) * (1 / 2)) t :=
    ((hasDerivAt_id' t).div_const 2).cos
  have d1 : HasDerivAt (fun u : ℝ => Real.sin (u / 2)) (Real.cos (t / 2) * (1 / 2)) t :=
    ((hasDerivAt_id' t).div_const 2).sin
  refine ⟨⟨?_, ?_, hasDerivAt_const t Δ, Eventually.of_forall fun u => ?_⟩, ?_, ?_, ?_, ?_⟩
  · exact Fin.forall_fin_two.mpr
      ⟨Fin.forall_fin_two.mpr ⟨dc.ofReal_comp, ds.ofReal_comp⟩,
        Fin.forall_fin_two.mpr ⟨ds.ofReal_comp, dn.ofReal_comp⟩⟩
  · refine Fin.forall_fin_two.mpr
      ⟨d0.ofReal_comp.congr_deriv ?_, d1.ofReal_comp.congr_deriv ?_⟩
    · change _ = (1 / 2 : ℂ) * ((-Real.sin (t / 2) : ℝ) : ℂ)
      push_cast
      ring
    · change _ = (1 / 2 : ℂ) * ((Real.cos (t / 2) : ℝ) : ℂ)
      push_cast
      ring
  · rw [funext_iff, Fin.forall_fin_two]
    simp only [twoLevel, plusState, Matrix.mulVec, dotProduct, Fin.sum_univ_two,
      Matrix.of_apply, Matrix.cons_val_zero, Matrix.cons_val_one, Pi.smul_apply, smul_eq_mul,
      Complex.ofReal_mul, Complex.ofReal_neg]
    constructor
    · linear_combination (Δ : ℂ) * (Real.cos (u / 2) : ℂ) * hc u +
        (Δ : ℂ) * (Real.sin (u / 2) : ℂ) * hs u + 2 * (Δ : ℂ) * (Real.cos (u / 2) : ℂ) * hp u
    · linear_combination (Δ : ℂ) * (Real.cos (u / 2) : ℂ) * hs u -
        (Δ : ℂ) * (Real.sin (u / 2) : ℂ) * hc u
  · ext i j
    fin_cases i <;> fin_cases j <;>
      simp [twoLevel, Matrix.conjTranspose_apply, -Complex.ofReal_cos, -Complex.ofReal_sin]
  · rw [funext_iff, Fin.forall_fin_two]
    simp only [twoLevel, minusState, Matrix.mulVec, dotProduct, Fin.sum_univ_two,
      Matrix.of_apply, Matrix.cons_val_zero, Matrix.cons_val_one, Pi.smul_apply, smul_eq_mul,
      Complex.ofReal_mul, Complex.ofReal_neg]
    constructor
    · linear_combination (Δ : ℂ) * (Real.cos (t / 2) : ℂ) * hs t -
        (Δ : ℂ) * (Real.sin (t / 2) : ℂ) * hc t
    · linear_combination -(Δ : ℂ) * (Real.cos (t / 2) : ℂ) * hc t -
        (Δ : ℂ) * (Real.sin (t / 2) : ℂ) * hs t - 2 * (Δ : ℂ) * (Real.cos (t / 2) : ℂ) * hp t
  · intro h
    exact hΔ (by linarith)
  · simp only [minusState, dotProduct, Fin.sum_univ_two, Pi.star_apply, Pi.smul_apply,
      Matrix.cons_val_zero, Matrix.cons_val_one, smul_eq_mul, Complex.star_def,
      Complex.conj_ofReal, Complex.ofReal_neg, map_neg]
    linear_combination (1 / 2 : ℂ) * hp t

end

end NonadiabaticCoupling
```

The theorem states that this system meets every hypothesis of the coupling formula when `Δ ≠ 0`, and evaluates the overlap directly. The energy is constant, so `E'` is `0`. In the proof, `hc`, `hs` and `hp` are the half-angle formulas and \(\sin^2+\cos^2=1\); `dc` to `d1` are the derivatives of the entries. The `linear_combination` steps combine these identities to check the eigenvalue equations and the final overlap.

```lean
#print axioms NonadiabaticCoupling.nonadiabatic_coupling
-- 'NonadiabaticCoupling.nonadiabatic_coupling' depends on axioms: [propext, Classical.choice, Quot.sound]
#print axioms NonadiabaticCoupling.first_order_state
-- 'NonadiabaticCoupling.first_order_state' depends on axioms: [propext, Classical.choice, Quot.sound]
```
